# A lower bound on the residual trace left by k Cholesky vectors

A calculation in a Gaussian basis needs the electron repulsion integrals $(pq|rs)$. Arranged with one row for each distinct product $\varphi_p\varphi_q$ of real basis functions, they form a symmetric $n\times n$ matrix $M$. A Cholesky decomposition replaces $M$ by $LL^T$, where $L$ has $k$ columns, called the Cholesky vectors. It saves storage if $k$ is much smaller than $n$. How small can $k$ be before the error becomes noticeable?

One limit on $k$ comes from the smallest repulsion energy that a combination of the products can have when its coefficient vector has length one. For a coefficient vector $x$, the number $x\cdot Mx$ is twice the Coulomb self-energy of the density $\sum x_{pq}\varphi_p\varphi_q$. Suppose that $x\cdot Mx\ge a\,x\cdot x$ for all $x$, with a constant $a\ge 0$. The largest such $a$ is the smallest eigenvalue of $M$. It is small when some combination of products with $x\cdot x=1$ is nearly free of self-repulsion, as happens when the products are nearly linearly dependent. If the residual $R=M-LL^T$ also has a nonnegative quadratic form, then

$$\operatorname{tr}R\ \ge\ (n-k)\,a .$$

## Integral matrix, vectors and residual

```lean
import Mathlib

open Matrix

namespace CholeskyVectorCount

noncomputable section
```

The symbols in the code are close to ordinary notation. `Fin n` is the set of indices $0,\dots,n-1$, and `Matrix (Fin n) (Fin k) ℝ` is the type of real $n\times k$ matrices. `A *ᵥ x` is the matrix-vector product $Ax$, `x ⬝ᵥ y` is the dot product $x\cdot y$, and `Aᵀ` is the transpose. For a matrix `P`, the expression `P i` is its row $i$, read as a vector.

```lean
/-- The residual `M - L Lᵀ` left when the integral matrix `M` is approximated by the
`k` Cholesky vectors that form the columns of `L`. -/
def residual {n k : ℕ} (M : Matrix (Fin n) (Fin n) ℝ) (L : Matrix (Fin n) (Fin k) ℝ) :
    Matrix (Fin n) (Fin n) ℝ :=
  M - L * Lᵀ
```

This defines $R=M-LL^T$. Here $M$ is any real square matrix, and no integral is evaluated. That a particular integral matrix obeys the lower bound with a particular $a$ must therefore come from the calculation, for instance from its smallest eigenvalue.

```lean
/-- The vectors `√a e₁, …, √a e_k`, written as the columns of an `n` by `k` matrix,
for `a ≥ 0` and `k ≤ n`. -/
def unitVectors (n k : ℕ) (a : ℝ) : Matrix (Fin n) (Fin k) ℝ :=
  fun i l => if i.val = l.val then √a else 0
```

These are the columns for an example in which the bound becomes an equality. Despite the name `unitVectors`, each column has length $\sqrt a$ when $k\le n$. The unit vector $e_1$ of the comment belongs to Lean's index 0.

## A projector that removes k vectors

```lean
/-- For any `k` real vectors in dimension `n` there is an orthogonal projector that annihilates
them all and has trace at least `n - k`. -/
theorem exists_projector {n : ℕ} : ∀ (k : ℕ) (v : Fin k → Fin n → ℝ),
    ∃ P : Matrix (Fin n) (Fin n) ℝ, Pᵀ = P ∧ P * P = P ∧ (∀ l, P *ᵥ v l = 0) ∧
      (n : ℝ) - k ≤ P.trace := by
  intro k
  induction k with
  | zero => exact fun v => ⟨1, Matrix.transpose_one, Matrix.one_mul 1, fun l => l.elim0, by simp⟩
  | succ k ih =>
    intro v
    obtain ⟨P, hs, hi, hv, ht⟩ := ih fun l => v l.castSucc
    -- `w` is the part of the new vector orthogonal to the earlier ones
    obtain ⟨w, hw⟩ : ∃ w, w = P *ᵥ v (Fin.last k) := ⟨_, rfl⟩
    by_cases h0 : w = 0
    · refine ⟨P, hs, hi, fun l => ?_, by push_cast; linarith⟩
      exact Fin.lastCases (hw.symm.trans h0) hv l
    obtain ⟨c, hcw⟩ : ∃ c, c = w ⬝ᵥ w := ⟨_, rfl⟩
    have hc : c ≠ 0 := fun h => h0 (dotProduct_self_eq_zero.mp (hcw.symm.trans h))
    have hPw : P *ᵥ w = w := by rw [hw, Matrix.mulVec_mulVec, hi]
    have hwu : ∀ u, w ⬝ᵥ u = v (Fin.last k) ⬝ᵥ P *ᵥ u := fun u => by
      rw [Matrix.dotProduct_mulVec, ← Matrix.mulVec_transpose, hs, ← hw]
    have hwv : w ⬝ᵥ v (Fin.last k) = c := by
      rw [hcw, hwu w, hPw, dotProduct_comm]
    -- `Q` projects on `w`
    obtain ⟨Q, hQ⟩ : ∃ Q : Matrix (Fin n) (Fin n) ℝ, ∀ i j, Q i j = c⁻¹ * (w i * w j) :=
      ⟨fun i j => c⁻¹ * (w i * w j), fun _ _ => rfl⟩
    have hQu : ∀ u, Q *ᵥ u = (c⁻¹ * (w ⬝ᵥ u)) • w := fun u => by
      ext i
      simp only [Matrix.mulVec, dotProduct, hQ, Pi.smul_apply, smul_eq_mul,
        Finset.mul_sum, Finset.sum_mul]
      exact Finset.sum_congr rfl fun l _ => by ring
    have hQs : Qᵀ = Q := by
      ext i j
      rw [Matrix.transpose_apply, hQ, hQ, mul_comm (w j)]
    have hfix : ∀ A : Matrix (Fin n) (Fin n) ℝ, A *ᵥ w = w → A * Q = Q := fun A hA => by
      ext i j
      have h : ∑ l, A i l * w l = w i := congrFun hA i
      rw [Matrix.mul_apply, hQ, ← h, Finset.sum_mul, Finset.mul_sum]
      exact Finset.sum_congr rfl fun l _ => by rw [hQ]; ring
    have hPQ := hfix P hPw
    have hQQ := hfix Q (by rw [hQu, ← hcw, inv_mul_cancel₀ hc, one_smul])
    have hQP : Q * P = Q := by
      have h := congrArg Matrix.transpose hPQ
      rwa [Matrix.transpose_mul, hQs, hs] at h
    have hQt : Q.trace = 1 := by
      simp only [Matrix.trace, Matrix.diag_apply, hQ]
      rw [← Finset.mul_sum]
      change c⁻¹ * (w ⬝ᵥ w) = 1
      rw [← hcw, inv_mul_cancel₀ hc]
    refine ⟨P - Q, by rw [Matrix.transpose_sub, hs, hQs], ?_, fun l => ?_, ?_⟩
    · rw [Matrix.sub_mul, Matrix.mul_sub, Matrix.mul_sub, hi, hPQ, hQP, hQQ, sub_self, sub_zero]
    · refine Fin.lastCases ?_ (fun j => ?_) l
      · rw [Matrix.sub_mulVec, hQu, hwv, inv_mul_cancel₀ hc, one_smul, ← hw, sub_self]
      · rw [Matrix.sub_mulVec, hQu, hwu, hv j, dotProduct_zero, mul_zero, zero_smul, sub_zero]
    · rw [Matrix.trace_sub, hQt]
      push_cast
      linarith
```

For any vectors $v_0,\dots,v_{k-1}$ in $n$ dimensions there is a matrix $P$ with $P^T=P$, $P^2=P$, $Pv_l=0$ for every $l$, and $\operatorname{tr}P\ge n-k$. The vectors may be linearly dependent; the projector constructed below then has a trace larger than $n-k$.

The proof is Gram–Schmidt orthogonalisation, written as an induction on $k$. With no vectors, take $P=1$. Now let $P$ serve for $v_0,\dots,v_{k-1}$, add a vector $v_k$, and set $w=Pv_k$.

- If $w=0$, the old $P$ already removes $v_k$, and $\operatorname{tr}P\ge n-k\ge n-(k+1)$.
- If $w\ne0$, set $c=w\cdot w$ and $Q=ww^T/c$, the projector on $w$. The new projector is $P-Q$.

In the second case $Pw=P^2v_k=w$, so $PQ=Q$, and transposition gives $QP=Q$. With $Q^2=Q$ this yields

$$(P-Q)^2=P-Q-Q+Q=P-Q .$$

For any $u$ we have $w\cdot u=v_k\cdot Pu$. If $u$ is one of the earlier vectors, $Pu=0$, so $Qu=0$ as well. For $u=v_k$, the choice $u=w$ in the same identity gives $c=w\cdot w=v_k\cdot w$, hence $Qv_k=w=Pv_k$ and $(P-Q)v_k=0$. Finally $\operatorname{tr}Q=c/c=1$, so the trace falls by exactly one.

In the code, `by_cases h0` separates the two cases, `hfix` supplies both $PQ=Q$ and $Q^2=Q$, and `Fin.lastCases` treats the new vector and the earlier ones separately.

## Splitting the trace

```lean
/-- For an orthogonal projector `P`, the trace of `R` is the sum of the values `x ⬝ᵥ R *ᵥ x` over
the rows `x` of `P` and over the rows `x` of `1 - P`. -/
theorem trace_split {n : ℕ} (R P : Matrix (Fin n) (Fin n) ℝ) (hs : Pᵀ = P) (hi : P * P = P) :
    R.trace = ∑ i, P i ⬝ᵥ R *ᵥ P i + ∑ i, (1 - P) i ⬝ᵥ R *ᵥ (1 - P) i := by
  have key : ∀ A : Matrix (Fin n) (Fin n) ℝ, Aᵀ = A → A * A = A →
      ∑ i, A i ⬝ᵥ R *ᵥ A i = (R * A).trace := fun A hA hAA => by
    calc ∑ i, A i ⬝ᵥ R *ᵥ A i = (A * (R * Aᵀ)).trace := by
          simp only [Matrix.trace, Matrix.diag_apply, Matrix.mul_apply, dotProduct,
            Matrix.mulVec, Matrix.transpose_apply]
      _ = (R * A).trace := by rw [hA, Matrix.trace_mul_comm, Matrix.mul_assoc, hAA]
  rw [key P hs hi, key (1 - P) (by rw [Matrix.transpose_sub, Matrix.transpose_one, hs])
    (by rw [Matrix.sub_mul, Matrix.one_mul, Matrix.mul_sub, Matrix.mul_one, hi, sub_self,
      sub_zero]), ← Matrix.trace_add, ← Matrix.mul_add, add_sub_cancel, Matrix.mul_one]
```

Write $P_i$ for row $i$ of $P$, and $(1-P)_i$ for row $i$ of $1-P$. The theorem says

$$\operatorname{tr}R=\sum_i P_i\cdot RP_i+\sum_i(1-P)_i\cdot R(1-P)_i .$$

The rows are not normalised. Since $P_i\cdot P_i=P_{ii}$, the quadratic form of $R$ takes the value $(P_i\cdot RP_i)/P_{ii}$ when a nonzero row is scaled to length one, and the first sum weights these values by $P_{ii}$. The second sum does the same with the weights $1-P_{ii}$.

For any $A$ with $A^T=A=A^2$, cyclic permutation under the trace gives

$$\sum_i A_i\cdot RA_i=\operatorname{tr}(ARA^T)=\operatorname{tr}(RA^2)=\operatorname{tr}(RA).$$

This is the step called `key`. It is used for $A=P$ and for $A=1-P$, and the two results add up to $\operatorname{tr}R$.

## The bound on the trace

```lean
/-- If the quadratic form of `M` is at least `a ≥ 0` times the squared length, then `k` vectors
whose residual has a nonnegative quadratic form leave a residual trace of at least `(n - k) a`. -/
theorem residual_trace_bound {n k : ℕ} (M : Matrix (Fin n) (Fin n) ℝ)
    (L : Matrix (Fin n) (Fin k) ℝ) (a : ℝ) (ha : 0 ≤ a)
    (hM : ∀ x, a * (x ⬝ᵥ x) ≤ x ⬝ᵥ M *ᵥ x)
    (hR : ∀ x, 0 ≤ x ⬝ᵥ residual M L *ᵥ x) :
    ((n : ℝ) - k) * a ≤ (residual M L).trace := by
  obtain ⟨P, hs, hi, hL, ht⟩ := exists_projector k fun l => Lᵀ l
  -- on the range of `P` the residual acts as `M`
  have hP : ∀ i, residual M L *ᵥ P i = M *ᵥ P i := fun i => by
    have h0 : Lᵀ *ᵥ P i = 0 := by
      ext l
      exact (dotProduct_comm (Lᵀ l) (P i)).trans (congrFun (hL l) i)
    rw [residual, Matrix.sub_mulVec, ← Matrix.mulVec_mulVec, h0, Matrix.mulVec_zero, sub_zero]
  have hsum : ∑ i, P i ⬝ᵥ P i = P.trace := by
    calc ∑ i, P i ⬝ᵥ P i = (P * Pᵀ).trace := rfl
      _ = P.trace := by rw [hs, hi]
  have h1 : P.trace * a ≤ ∑ i, P i ⬝ᵥ residual M L *ᵥ P i := by
    rw [← hsum, mul_comm, Finset.mul_sum]
    exact Finset.sum_le_sum fun i _ => by rw [hP]; exact hM (P i)
  have h2 : 0 ≤ ∑ i, (1 - P) i ⬝ᵥ residual M L *ᵥ (1 - P) i :=
    Finset.sum_nonneg fun i _ => hR _
  rw [trace_split _ P hs hi]
  linarith [mul_le_mul_of_nonneg_right ht ha]
```

The hypotheses are `ha`, which is $a\ge0$; `hM`, the lower bound on the quadratic form of $M$; and `hR`, which says $x\cdot Rx\ge0$ for all $x$. Neither the symmetry of $M$ nor $k\le n$ is assumed; for $k>n$ the left side is zero or negative. The notation `(n : ℝ) - k` makes the subtraction one of real numbers.

The derivation combines the two preceding theorems:

1. Choose $P$ for the columns of $L$, which Lean writes as `Lᵀ l`. Component $i$ of $P$ applied to column $l$ is $P_i$ dotted with that column, and it vanishes. Hence $L^TP_i=0$.
2. It follows that $RP_i=MP_i-LL^TP_i=MP_i$. On these vectors the decomposition has removed nothing.
3. The lower bound on $M$ gives
$$\sum_iP_i\cdot RP_i\ \ge\ a\sum_iP_i\cdot P_i=a\operatorname{tr}P .$$
4. The rows of $1-P$ contribute at least zero, by the condition on the residual.
5. Together, $\operatorname{tr}R\ge a\operatorname{tr}P\ge(n-k)a$. The last inequality uses $a\ge0$.

In the proof, steps 1 and 2 are `hP`, step 3 is `hsum` with `h1`, and step 4 is `h2`. The final `linarith` adds the inequalities.

The condition on the residual does real work. Take $n=2$, $k=1$, $M=1$, $a=1$ and the single vector $(1,1)^T$. Then

$$R=\begin{pmatrix}0&-1\\-1&0\end{pmatrix},\qquad \operatorname{tr}R=0<1=(n-k)a .$$

Here $x\cdot Rx=-2$ for $x=(1,1)^T$. The diagonal of $R$ is nonnegative, so nonnegative diagonal elements alone are too weak a condition.

## How many vectors a threshold requires

```lean
/-- Let the quadratic form of `M` be at least `a > 0` times the squared length. If the residual has
a nonnegative quadratic form and diagonal elements at most `δ`, the number `k` of vectors is at
least `n (1 - δ / a)`. -/
theorem vector_count_bound {n k : ℕ} (M : Matrix (Fin n) (Fin n) ℝ)
    (L : Matrix (Fin n) (Fin k) ℝ) (a δ : ℝ) (ha : 0 < a)
    (hM : ∀ x, a * (x ⬝ᵥ x) ≤ x ⬝ᵥ M *ᵥ x)
    (hR : ∀ x, 0 ≤ x ⬝ᵥ residual M L *ᵥ x) (hδ : ∀ i, residual M L i i ≤ δ) :
    (n : ℝ) * (1 - δ / a) ≤ k := by
  have h := residual_trace_bound M L a ha.le hM hR
  have ht : (residual M L).trace ≤ n * δ := by
    calc (residual M L).trace ≤ ∑ _i : Fin n, δ := Finset.sum_le_sum fun i _ => hδ i
      _ = n * δ := by simp
  refine le_of_mul_le_mul_right ?_ ha
  have e : (n : ℝ) * (1 - δ / a) * a = n * a - n * (δ / a * a) := by ring
  rw [e, div_mul_cancel₀ δ ha.ne']
  linarith
```

A pivoted Cholesky decomposition picks the largest diagonal element of the residual, adds the corresponding vector, and stops when all diagonal elements are at most a threshold $\delta$. For a symmetric $M$ with a nonnegative quadratic form, each such step in exact arithmetic leaves a residual whose quadratic form is again nonnegative. When the procedure stops, $\operatorname{tr}R\le n\delta$. With the trace bound,

$$(n-k)a\le n\delta ,\qquad\text{so}\qquad k\ge n\left(1-\frac{\delta}{a}\right),$$

where the division by $a$ requires $a>0$. The lines from `refine le_of_mul_le_mul_right` onwards carry out this rearrangement. The theorem applies to any vectors that meet its hypotheses, whatever algorithm produced them.

For electronic structure calculations, this limits the compression of a finite integral matrix whose quadratic form has a known positive lower bound. If $\delta\ge a$, the bound gives nothing beyond $k\ge0$, and for a large basis with nearly dependent products this can well happen for the full matrix. The theorem can then be applied to a selected set of products, keeping only their rows and columns in $M$ and their rows in $L$. The residual of this block inherits both conditions, and the number of vectors is still $k$. Suppose that 200 selected products have a block with smallest eigenvalue $10^{-3}$ in atomic units, and that $\delta=10^{-4}$. Then the decomposition of the full matrix needs at least $200\,(1-0.1)=180$ vectors.

## A case of equality

```lean
/-- The trace bound is sharp: for `M = a I` with `a ≥ 0` and every `k ≤ n`, the vectors
`√a e₁, …, √a e_k` meet its hypotheses and leave a residual trace of exactly `(n - k) a`. -/
theorem residual_trace_bound_sharp (n k : ℕ) (hk : k ≤ n) (a : ℝ) (ha : 0 ≤ a) :
    (∀ x : Fin n → ℝ, a * (x ⬝ᵥ x) ≤ x ⬝ᵥ Matrix.diagonal (fun _ => a) *ᵥ x) ∧
    (∀ x, 0 ≤ x ⬝ᵥ residual (Matrix.diagonal fun _ => a) (unitVectors n k a) *ᵥ x) ∧
    (residual (Matrix.diagonal fun _ => a) (unitVectors n k a)).trace = ((n : ℝ) - k) * a := by
  -- the `k` vectors are orthogonal with squared length `a`
  have gram : (unitVectors n k a)ᵀ * unitVectors n k a = Matrix.diagonal fun _ => a := by
    ext l m
    rw [Matrix.mul_apply, Finset.sum_eq_single (Fin.castLE hk l)]
    · by_cases hlm : l = m
      · subst hlm
        simp [unitVectors, Real.mul_self_sqrt ha]
      · have h : l.val ≠ m.val := fun h => hlm (Fin.ext h)
        simp [unitVectors, hlm, h]
    · intro i _ hi
      have h : i.val ≠ l.val := fun h => hi (Fin.ext h)
      simp [unitVectors, h]
    · simp
  have hdiag : ∀ (m : ℕ) (y : Fin m → ℝ),
      y ⬝ᵥ Matrix.diagonal (fun _ => a) *ᵥ y = a * (y ⬝ᵥ y) := fun m y => by
    simp only [dotProduct, Matrix.mulVec_diagonal, Finset.mul_sum]
    exact Finset.sum_congr rfl fun i _ => by ring
  refine ⟨fun x => (hdiag n x).ge, fun x => ?_, ?_⟩
  · -- each component of `Lᵀ x` is `√a` times a component of `x`
    have hy : ∀ l, ((unitVectors n k a)ᵀ *ᵥ x) l = √a * x (Fin.castLE hk l) := fun l => by
      change ∑ i, unitVectors n k a i l * x i = _
      rw [Finset.sum_eq_single (Fin.castLE hk l)]
      · simp [unitVectors]
      · intro i _ hi
        have h : i.val ≠ l.val := fun h => hi (Fin.ext h)
        simp [unitVectors, h]
      · simp
    have hle : ∑ l : Fin k, x (Fin.castLE hk l) * x (Fin.castLE hk l) ≤ x ⬝ᵥ x := by
      rw [← Finset.sum_image (s := Finset.univ) (g := Fin.castLE hk) (f := fun i => x i * x i)
        (fun i _ j _ h => by
          have h' := congrArg Fin.val h
          exact Fin.ext h')]
      exact Finset.sum_le_sum_of_subset_of_nonneg (Finset.subset_univ _)
        fun i _ _ => mul_self_nonneg (x i)
    have hsq : x ⬝ᵥ (unitVectors n k a * (unitVectors n k a)ᵀ) *ᵥ x
        = a * ∑ l : Fin k, x (Fin.castLE hk l) * x (Fin.castLE hk l) := by
      rw [← Matrix.mulVec_mulVec, Matrix.dotProduct_mulVec, ← Matrix.mulVec_transpose,
        Finset.mul_sum]
      refine Finset.sum_congr rfl fun l _ => ?_
      rw [hy, mul_mul_mul_comm, Real.mul_self_sqrt ha]
    rw [residual, Matrix.sub_mulVec, dotProduct_sub, hdiag, hsq]
    exact sub_nonneg.mpr (mul_le_mul_of_nonneg_left hle ha)
  · rw [residual, Matrix.trace_sub, Matrix.trace_mul_comm (unitVectors n k a), gram,
      Matrix.trace_diagonal, Matrix.trace_diagonal]
    simp [sub_mul]

end

end CholeskyVectorCount
```

For $M=a\,1$, with $a\ge0$ and $k\le n$, the theorem states three things: the lower bound on $M$ holds, the residual has a nonnegative quadratic form, and its trace is exactly $(n-k)a$. As a statement about real matrices, the trace bound therefore cannot be improved for any such $n$, $k$ and $a$. The full integral matrix of two or more basis functions never has the form $a\,1$, because its off-diagonal elements $(pp|qq)$ with $p\ne q$ are positive.

The first statement is an equality, $x\cdot Mx=a\,x\cdot x$. For the second, component $l$ of $L^Tx$ is $\sqrt a\,x_l$, so

$$x\cdot Rx=a\,x\cdot x-a\sum_{l=0}^{k-1}x_l^2\ \ge\ 0 ,$$

because $a\ge0$ and every square in the sum also occurs in $x\cdot x$. For the third, the columns are orthogonal with squared length $a$, which means $L^TL=a\,1$ in $k$ dimensions. Hence

$$\operatorname{tr}R=na-\operatorname{tr}(LL^T)=na-\operatorname{tr}(L^TL)=(n-k)a .$$

In the code, `gram` is the statement about $L^TL$, `hy` gives the components of $L^Tx$, and `hle` compares the sums of squares. `Fin.castLE hk` reads an index below $k$ as an index below $n$, which is where $k\le n$ enters.

```lean
#print axioms CholeskyVectorCount.vector_count_bound
#print axioms CholeskyVectorCount.residual_trace_bound_sharp
```

```
'CholeskyVectorCount.vector_count_bound' depends on axioms: [propext, Classical.choice, Quot.sound]
'CholeskyVectorCount.residual_trace_bound_sharp' depends on axioms: [propext, Classical.choice, Quot.sound]
```
